# The correlation energy per unit coupling has a finite strong-coupling limit when the repulsion is bounded below

Second-order perturbation theory gives a correlation energy proportional to the square of the coupling strength. If such a formula, with its negative coefficient, is carried to strong coupling, it eventually predicts a total energy lower than any admissible state can have. An approximate functional that keeps this formula at every coupling therefore fails once the coupling is strong enough. The problems below find the growth that is allowed, for a repulsion bounded below and a reference state of least kinetic energy.

Let \(X\) be the set of admissible states, \(T(s)\) the kinetic energy of the state \(s\), \(W(s)\) its repulsion energy, and \(l\) the coupling strength. Let \(s_0\) be a reference state. The correlation energy is

\[
C(l)=\inf_{s}\,\bigl(T(s)+l\,W(s)\bigr)-\bigl(T(s_0)+l\,W(s_0)\bigr).
\]

Write \(\Delta T(s)=T(s)-T(s_0)\) and \(\Delta W(s)=W(s)-W(s_0)\). Parts (a) and (c) to (g) assume two things:

- \(T(s_0)\le T(s)\) for every \(s\), which is `hT` in the code. The reference is the noninteracting state, a minimizer of \(T+lW\) at \(l=0\); its existence is assumed. No external potential appears in this energy: among states of one fixed density, the energy in a local external potential is the same for all and cancels from \(C\).
- \(W\) is bounded below, which is `hW`. Coulomb repulsion between like charges satisfies this, since it is never negative.

\(T\) may be unbounded above, and the infimum need not be attained. If \(X\) holds the wavefunctions of one fixed density, the results are exact constraints against which an approximate density functional can be tested, for that density and with \(s_0\) the same at every coupling. The code uses no other structure of \(X\): neither antisymmetry nor a Hilbert space enters.

```lean
import Mathlib

open Filter Topology

namespace StrongCouplingCorrelation
```

In `correlationEnergy T W s0 l`, the states form an arbitrary type `X`, and `⨅ s` is the infimum over all of them.

```lean
/-- The correlation energy at coupling strength `l`: the infimum of `T + l W` over all states,
minus the energy of the reference state `s0`. -/
noncomputable def correlationEnergy {X : Type*} (T W : X → ℝ) (s0 : X) (l : ℝ) : ℝ :=
  (⨅ s, (T s + l * W s)) - (T s0 + l * W s0)
```

## (a) Upper bound from a trial state

Show that for \(l\ge 0\) and every state \(s\)

\[
C(l)\le \Delta T(s)+l\,\Delta W(s).
\]

**Solution.** Let \(m\) be a lower bound of \(W\). For every state \(r\),

\[
T(r)+l\,W(r)\ \ge\ T(s_0)+l\,m ,
\]

so the total energy is bounded below. Its infimum is therefore finite and is at most the value \(T(s)+l\,W(s)\) at the trial state. Subtracting \(T(s_0)+l\,W(s_0)\) gives the bound.

In the proof, `hb` is the lower bound on the total energy and `ciInf_le` is the comparison with the trial state. The bound `hb` is needed because Lean assigns the value 0 to the infimum of a real set that is unbounded below.

```lean
variable {X : Type*} {T W : X → ℝ} {s0 : X}

/-- Variational principle: if `s0` minimizes `T`, `W` is bounded below and `l ≥ 0`, the energy of
any trial state relative to the reference state is an upper bound to the correlation energy. -/
theorem correlationEnergy_le_trial (hT : ∀ s, T s0 ≤ T s) (hW : BddBelow (Set.range W))
    {l : ℝ} (hl : 0 ≤ l) (s : X) :
    correlationEnergy T W s0 l ≤ (T s - T s0) + l * (W s - W s0) := by
  -- the total energy is bounded below, so its infimum is a genuine one
  have hb : BddBelow (Set.range fun s => T s + l * W s) := by
    obtain ⟨m, hm⟩ := hW
    refine ⟨T s0 + l * m, ?_⟩
    rintro _ ⟨r, rfl⟩
    have h1 : m ≤ W r := hm ⟨r, rfl⟩
    have h2 := mul_le_mul_of_nonneg_left h1 hl
    have h3 := hT r
    show T s0 + l * m ≤ T r + l * W r
    linarith
  have h : (⨅ s, (T s + l * W s)) ≤ T s + l * W s := ciInf_le hb s
  unfold correlationEnergy
  linarith
```

## (b) Lower bound from all states at once

Let \(c\) be a number with \(c\le \Delta T(s)+l\,\Delta W(s)\) for every \(s\). Show that

\[
c\le C(l).
\]

**Solution.** Adding the reference energy gives \(c+T(s_0)+l\,W(s_0)\le T(s)+l\,W(s)\) for every \(s\). The left side is a lower bound of the total energies, so it is at most their infimum. Subtracting the reference energy again gives the claim.

Neither `hT` nor `hW` is used, and \(l\) may have either sign. The step `le_ciInf` needs at least one state, and `s0` supplies it.

```lean
/-- A number that is at most the relative energy of every state is at most the correlation energy.
-/
theorem le_correlationEnergy {l c : ℝ}
    (hc : ∀ s, c ≤ (T s - T s0) + l * (W s - W s0)) :
    c ≤ correlationEnergy T W s0 l := by
  have : Nonempty X := ⟨s0⟩
  have h : c + (T s0 + l * W s0) ≤ ⨅ s, (T s + l * W s) :=
    le_ciInf fun s => by
      have := hc s
      linarith
  unfold correlationEnergy
  linarith
```

## (c) Concavity in the coupling

Let \(x,y\ge 0\), \(a,b\ge 0\) and \(a+b=1\). Show that

\[
a\,C(x)+b\,C(y)\le C(ax+by).
\]

**Solution.** Use the same trial state \(s\) in (a) at both couplings, and add the two bounds with weights \(a\) and \(b\):

\[
a\,C(x)+b\,C(y)\le (a+b)\,\Delta T(s)+(ax+by)\,\Delta W(s)=\Delta T(s)+(ax+by)\,\Delta W(s).
\]

This holds for every \(s\), so (b) applies with \(c=a\,C(x)+b\,C(y)\).

`ConcaveOn ℝ (Set.Ici 0)` states this inequality on the half-line \(l\ge 0\), together with the convexity of that half-line. The weighted bounds are `h1` and `h2`, and `e` is the regrouping that uses \(a+b=1\).

```lean
/-- If `s0` minimizes `T` and `W` is bounded below, the correlation energy is a concave function
of the coupling strength on `l ≥ 0`. -/
theorem correlationEnergy_concaveOn (hT : ∀ s, T s0 ≤ T s) (hW : BddBelow (Set.range W)) :
    ConcaveOn ℝ (Set.Ici 0) (correlationEnergy T W s0) := by
  refine ⟨convex_Ici 0, ?_⟩
  intro x hx y hy a b ha hb hab
  simp only [smul_eq_mul]
  apply le_correlationEnergy
  intro s
  -- use the same trial state at both couplings
  have h1 := mul_le_mul_of_nonneg_left (correlationEnergy_le_trial hT hW hx s) ha
  have h2 := mul_le_mul_of_nonneg_left (correlationEnergy_le_trial hT hW hy s) hb
  have e : a * ((T s - T s0) + x * (W s - W s0)) + b * ((T s - T s0) + y * (W s - W s0))
      = (T s - T s0) + (a * x + b * y) * (W s - W s0) := by
    linear_combination (T s - T s0) * hab
  linarith
```

## (d) Raising the coupling by a factor

In this part \(k\ge 0\) is the coupling strength and \(l\ge 1\) is the factor by which it is raised. Show that

\[
C(lk)\le l\,C(k).
\]

**Solution.** By (a) at coupling \(lk\), and because \(\Delta T(s)\ge 0\) and \(l\ge 1\),

\[
C(lk)\le \Delta T(s)+lk\,\Delta W(s)\le l\,\bigl(\Delta T(s)+k\,\Delta W(s)\bigr).
\]

Dividing by \(l\) gives \(C(lk)/l\le \Delta T(s)+k\,\Delta W(s)\) for every \(s\). Then (b) gives \(C(lk)/l\le C(k)\), and multiplying by \(l\) finishes the argument.

In the code, `h1` is the trial bound and `h2` is the inequality \((l-1)\,\Delta T(s)\ge 0\).

```lean
/-- Scaling inequality: if `s0` minimizes `T` and `W` is bounded below, raising a coupling `k ≥ 0`
by a factor `l ≥ 1` gives a correlation energy of at most `l` times its value at `k`. -/
theorem correlationEnergy_scaling (hT : ∀ s, T s0 ≤ T s) (hW : BddBelow (Set.range W))
    {k l : ℝ} (hk : 0 ≤ k) (hl : 1 ≤ l) :
    correlationEnergy T W s0 (l * k) ≤ l * correlationEnergy T W s0 k := by
  have hl0 : 0 < l := by linarith
  have h : correlationEnergy T W s0 (l * k) / l ≤ correlationEnergy T W s0 k := by
    apply le_correlationEnergy
    intro s
    rw [div_le_iff₀ hl0]
    have h1 := correlationEnergy_le_trial hT hW (mul_nonneg hl0.le hk) s
    -- the kinetic cost is nonnegative, so multiplying it by `l` only raises the bound
    have h2 := mul_nonneg (sub_nonneg.2 hl) (sub_nonneg.2 (hT s))
    linarith
  have h' := (div_le_iff₀ hl0).1 h
  linarith
```

## (e) A linear floor

Show that for \(l\ge 0\)

\[
l\,\Bigl(\inf_s W(s)-W(s_0)\Bigr)\le C(l).
\]

**Solution.** For every \(s\), \(\Delta T(s)\ge 0\) and \(W(s)\ge\inf W\). Hence

\[
l\,\bigl(\inf W-W(s_0)\bigr)\le l\,\Delta W(s)\le \Delta T(s)+l\,\Delta W(s),
\]

and (b) applies. The three facts `h1`, `h2` and `h3` are the bound on \(W\), its product with \(l\), and the minimality of \(T(s_0)\).

```lean
/-- Linear lower bound: if `s0` minimizes `T`, `W` is bounded below and `l ≥ 0`, the correlation
energy is at least `l` times the difference between the infimum of `W` and `W s0`. -/
theorem linear_le_correlationEnergy (hT : ∀ s, T s0 ≤ T s) (hW : BddBelow (Set.range W))
    {l : ℝ} (hl : 0 ≤ l) :
    l * ((⨅ s, W s) - W s0) ≤ correlationEnergy T W s0 l := by
  apply le_correlationEnergy
  intro s
  have h1 : (⨅ s, W s) ≤ W s := ciInf_le hW s
  have h2 := mul_le_mul_of_nonneg_left h1 hl
  have h3 := hT s
  linarith
```

## (f) The strong-coupling slope

Show that \(C\) is concave on \(l\ge 0\), and that

\[
C(l)\le 0\ \ (l\ge 0),\qquad C(l)\le l\,C(1)\ \ (l\ge 1),\qquad \lim_{l\to\infty}\frac{C(l)}{l}=\inf_s W(s)-W(s_0).
\]

**Solution.** Concavity is (c). The sign follows from (a) with \(s=s_0\), and the second inequality is (d) with \(k=1\).

For the limit, put \(L=\inf W-W(s_0)\). By (e), \(C(l)/l\ge L\) for all \(l>0\), which exceeds any \(a<L\). Now let \(b>L\). Since \(b+W(s_0)>\inf W\), some state \(s\) has \(W(s)<b+W(s_0)\), that is, \(\Delta W(s)<b\). By (a),

\[
\frac{C(l)}{l}\le\frac{\Delta T(s)}{l}+\Delta W(s)<b
\qquad\text{if } l>0 \text{ and } l>\frac{\Delta T(s)}{b-\Delta W(s)} .
\]

The kinetic cost of the trial state is fixed, so its share per unit coupling dies out.

`tendsto_order.2` splits the limit into these two halves, and `exists_lt_of_ciInf_lt` provides the trial state. The theorem gives the slope but no rate of approach. If \(L=0\), then \(s_0\) minimizes \(W\) as well, and (g) shows that the correlation energy is zero at every coupling \(l\ge 0\).

```lean
/-- Let `s0` minimize `T` and let `W` be bounded below. Then the correlation energy `C` is concave
and nonpositive for `l ≥ 0`, obeys `C l ≤ l * C 1` for `l ≥ 1`, and `C l / l` tends to
`inf W - W s0` as the coupling grows. -/
theorem correlation_saturates_linearly (hT : ∀ s, T s0 ≤ T s)
    (hW : BddBelow (Set.range W)) :
    ConcaveOn ℝ (Set.Ici 0) (correlationEnergy T W s0) ∧
    (∀ l, 0 ≤ l → correlationEnergy T W s0 l ≤ 0) ∧
    (∀ l, 1 ≤ l → correlationEnergy T W s0 l ≤ l * correlationEnergy T W s0 1) ∧
    Tendsto (fun l => correlationEnergy T W s0 l / l) atTop
      (𝓝 ((⨅ s, W s) - W s0)) := by
  refine ⟨correlationEnergy_concaveOn hT hW, ?_, ?_, ?_⟩
  · intro l hl
    have h := correlationEnergy_le_trial hT hW hl s0
    linarith
  · intro l hl
    have h := correlationEnergy_scaling hT hW zero_le_one hl
    rwa [mul_one] at h
  · refine tendsto_order.2 ⟨fun a ha => ?_, fun b hb => ?_⟩
    · -- from below: the linear bound
      filter_upwards [eventually_gt_atTop (0 : ℝ)] with l hl
      refine lt_of_lt_of_le ha ?_
      rw [le_div_iff₀ hl]
      have h := linear_le_correlationEnergy hT hW hl.le
      linarith
    · -- from above: a trial state whose repulsion is nearly minimal
      have : Nonempty X := ⟨s0⟩
      have hb' : (⨅ s, W s) < b + W s0 := by linarith
      obtain ⟨s, hs⟩ := exists_lt_of_ciInf_lt hb'
      have hd : 0 < b + W s0 - W s := by linarith
      filter_upwards [eventually_gt_atTop (0 : ℝ),
        eventually_gt_atTop ((T s - T s0) / (b + W s0 - W s))] with l hl hl2
      rw [div_lt_iff₀ hl]
      have h1 := (div_lt_iff₀ hd).1 hl2
      have h2 := correlationEnergy_le_trial hT hW hl.le s
      linarith
```

## (g) When there is no correlation at all

Show that

\[
C(l)=0\ \text{ for all } l\ge 0\quad\Longleftrightarrow\quad W(s_0)\le W(s)\ \text{ for all } s .
\]

**Solution.** If \(C\) vanishes at every coupling, then \(C(l)/l\) tends to 0. By (f) it also tends to \(\inf W-W(s_0)\). Limits are unique, so \(W(s_0)=\inf W\le W(s)\).

Conversely, if \(s_0\) minimizes \(W\) as well, then \(\Delta T(s)+l\,\Delta W(s)\ge 0\) for every \(s\). Part (b) with \(c=0\) gives \(C(l)\ge 0\), and (f) gives \(C(l)\le 0\).

The code follows the same two directions, with `tendsto_nhds_unique` for the uniqueness of the limit.

```lean
/-- If `s0` minimizes `T` and `W` is bounded below, the correlation energy vanishes at every
coupling `l ≥ 0` exactly when `s0` also minimizes `W`. -/
theorem correlationEnergy_eq_zero_iff (hT : ∀ s, T s0 ≤ T s) (hW : BddBelow (Set.range W)) :
    (∀ l, 0 ≤ l → correlationEnergy T W s0 l = 0) ↔ ∀ s, W s0 ≤ W s := by
  obtain ⟨-, hneg, -, hlim⟩ := correlation_saturates_linearly hT hW
  constructor
  · intro h s
    -- the strong-coupling slope must vanish
    have h0 : Tendsto (fun l => correlationEnergy T W s0 l / l) atTop (𝓝 0) := by
      refine tendsto_const_nhds.congr' ?_
      filter_upwards [eventually_ge_atTop (0 : ℝ)] with l hl
      simp [h l hl]
    have h1 := tendsto_nhds_unique hlim h0
    have h2 : (⨅ s, W s) ≤ W s := ciInf_le hW s
    linarith
  · intro h l hl
    refine le_antisymm (hneg l hl) (le_correlationEnergy fun s => ?_)
    exact add_nonneg (sub_nonneg.2 (hT s)) (mul_nonneg hl (sub_nonneg.2 (h s)))
```

## (h) Two states and a crossover

Let the reference state have \(T=0\) and \(W=u\), and let the only other state have \(T=t\) and \(W=0\). Show that

\[
C(l)=\min(0,\;t-lu).
\]

**Solution.** The energies relative to the reference are \(0\) for the reference itself and \(t-lu\) for the other state. The infimum over two values is the smaller one.

**With numbers.** Take \(t=1\) and \(u=2\), so that \(C(l)=\min(0,1-2l)\). Correlation is absent up to \(l=1/2\). After that \(C(1)=-1\), \(C(3)=-5\) and \(C(10)=-19\). The ratios \(C(l)/l\) are \(-1\), \(-5/3\) and \(-1.9\), and they approach \(\inf W-W(s_0)=0-2=-2\).

These values also guard against misreading \(C(l)\le l\,C(1)\) as a cap on the size of the correlation energy. Both sides are nonpositive, so the inequality says that the magnitude grows by at least the factor \(l\): here \(-5\le 3\cdot(-1)\). The cap comes from (e), which gives \(-6\le C(3)\).

In the code, `![0, t]` and `![u, 0]` list the values of \(T\) and \(W\) on the two states, and the `0` after them selects the first state as reference. The formula holds for all real \(t\), \(u\) and \(l\); the physical case has \(t,u,l\ge 0\). The set contains just two states and no superpositions of them, so \(C\) is the smaller of two straight lines in \(l\), which cross in a sharp kink at \(l=t/u\) for \(t\ge 0\) and \(u>0\). The upper bound compares the infimum with each state through `key`, and the lower bound is (b), checked state by state.

```lean
/-- Two-state model: the reference state has `T = 0` and `W = u`, the other state has `T = t` and
`W = 0`. The correlation energy is the smaller of `0` and `t - l * u`. -/
theorem correlationEnergy_two_state (t u l : ℝ) :
    correlationEnergy ![0, t] ![u, 0] 0 l = min 0 (t - l * u) := by
  apply le_antisymm
  · have key : ∀ i : Fin 2, (⨅ s : Fin 2, ((![0, t] : Fin 2 → ℝ) s + l * (![u, 0] : Fin 2 → ℝ) s))
        ≤ (![0, t] : Fin 2 → ℝ) i + l * (![u, 0] : Fin 2 → ℝ) i :=
      fun i => ciInf_le (Set.finite_range _).bddBelow i
    have h0 : correlationEnergy ![0, t] ![u, 0] 0 l ≤ 0 := sub_nonpos.2 (key 0)
    have h1 : correlationEnergy ![0, t] ![u, 0] 0 l ≤ (t + l * 0) - (0 + l * u) :=
      sub_le_sub_right (key 1) _
    exact le_min h0 (by linarith)
  · refine le_correlationEnergy (Fin.forall_fin_two.2 ⟨?_, ?_⟩)
    · show min 0 (t - l * u) ≤ (0 - 0) + l * (u - u)
      have h := min_le_left (0 : ℝ) (t - l * u)
      linarith
    · show min 0 (t - l * u) ≤ (t - 0) + l * (0 - u)
      have h := min_le_right (0 : ℝ) (t - l * u)
      linarith

end StrongCouplingCorrelation
```

```lean
#print axioms StrongCouplingCorrelation.correlationEnergy_eq_zero_iff
#print axioms StrongCouplingCorrelation.correlationEnergy_two_state
```

```
'StrongCouplingCorrelation.correlationEnergy_eq_zero_iff' depends on axioms: [propext, Classical.choice, Quot.sound]
'StrongCouplingCorrelation.correlationEnergy_two_state' depends on axioms: [propext, Classical.choice, Quot.sound]
```
